# Second-order ground-state energy of a particle in a box with a linear potential

## The box, the potential and the first-order equation

A particle of mass $m$ moves on $[-L/2,L/2]$ between infinitely high walls, which are represented by requiring wavefunctions to vanish at both ends. The unperturbed Hamiltonian is $H_0=-(\hbar^2/2m)\,d^2/dx^2$, and its ground state and energy are

$$\psi_0(x)=\sqrt{2/L}\,\cos(\pi x/L),\qquad E_0=\frac{\hbar^2}{2m}\Big(\frac{\pi}{L}\Big)^2 .$$

The perturbation is the potential energy $Fx$, so the force on the particle is $-F$. For a charge $q$ in a uniform electric field $\mathcal E$, $F=-q\mathcal E$.

With $E_1=\int\psi_0\,Fx\,\psi_0\,dx$, a first-order correction is a real function $\phi$ that vanishes at both walls and satisfies

$$(H_0-E_0)\phi=(E_1-Fx)\psi_0 .$$

Orthogonality to $\psi_0$ is not required. The second-order energy is $E_2=\int\psi_0\,Fx\,\phi\,dx$. All integrals run over the box.

## One energy for every first-order correction

For positive $\hbar$, $m$, $L$ and every first-order correction $\phi$,

$$E_2=-\frac{15-\pi^2}{24\pi^4}\,\frac{mF^2L^4}{\hbar^2},$$

which is strictly negative when $F\neq0$. The numerical coefficient is about $-0.0021945$.

At $F=0$ the first-order equation is homogeneous and its solutions are $\phi=c\,\psi_0$ for any constant $c$. The correction need not vanish, but the energy does, in agreement with the formula.

## A reference value for response solvers

A code that solves the first-order (Sternheimer) equation and contracts the solution with the perturbation can be compared with this value for one particle in a one-dimensional box. The solver may return any component along $\psi_0$: since $E_1=0$ here, that component does not change $E_2$.

A finite-field code can be compared too. With $E(F)$ the computed ground-state energy, $[E(F)+E(-F)-2E(0)]/(2F^2)$ at small nonzero $F$ approximates $E_2/F^2$, the coefficient of $F^2$ in the formula.

## Solving for the response and integrating it

**Unperturbed state.** Since $\psi_0''=-(\pi/L)^2\psi_0$, we have $H_0\psi_0=E_0\psi_0$. The walls sit at $\cos(\pm\pi/2)=0$, and the norm is $\frac2L\cdot\frac L\pi\cdot\frac\pi2=1$. The integrand of $E_1$ is odd, so $E_1=0$.

**Dimensionless equation.** Put $y=\pi x/L$ and $\phi=A\sqrt{2/L}\,f(y)$. The first-order equation becomes

$$\frac{\hbar^2}{2m}\Big(\frac\pi L\Big)^2A\,(f''+f)=F\,\frac L\pi\,y\cos y .$$

Choosing $A=FmL^3/(\hbar^2\pi^3)$ leaves $f''+f=2y\cos y$.

**Solution.** Applying $d^2/dy^2+1$ to $y^2\sin y$ gives $2\sin y+4y\cos y$, and to $y\cos y$ gives $-2\sin y$. Half of each therefore produces the source. Adding a multiple of the homogeneous solution $\sin y$ to satisfy $f(\pm\pi/2)=0$ gives

$$f(y)=\tfrac12y^2\sin y+\tfrac12y\cos y-\tfrac{\pi^2}{8}\sin y .$$

**Integral.** With double-angle formulas,

$$y\cos y\,f=\tfrac14y^3\sin2y+\tfrac14y^2+\tfrac14y^2\cos2y-\tfrac{\pi^2}{16}y\sin2y .$$

Over $[-\pi/2,\pi/2]$, successive integration by parts gives

$$\int y\sin2y\,dy=\frac\pi2,\quad \int y^2\cos2y\,dy=-\frac\pi2,\quad \int y^3\sin2y\,dy=\frac{\pi^3}8-\frac{3\pi}4,$$

and $\int y^2\,dy=\pi^3/12$. Hence

$$\int y\cos y\,f\,dy=\frac{\pi^3}{32}-\frac{3\pi}{16}+\frac{\pi^3}{48}-\frac\pi8-\frac{\pi^3}{32}=\frac{\pi(\pi^2-15)}{48}.$$

**Physical units.** Changing variables,

$$E_2=\frac2L\,FA\Big(\frac L\pi\Big)^2\frac{\pi(\pi^2-15)}{48},$$

and inserting $A$ gives the stated energy. It is negative for $F\neq0$ because $\pi^2<15$.

**Any other correction.** Let $\phi$ and $\chi$ both be first-order corrections. Their equations give

$$\frac{d}{dx}\left[\frac{\hbar^2}{2m}(\phi'\chi-\phi\chi')\right]=\psi_0Fx\,\chi-\psi_0Fx\,\phi .$$

The bracket vanishes at both walls. Integrating over the box shows that the two second-order energies agree.

## The Lean file

```lean
import Mathlib

open Real

namespace BoxInField

noncomputable section

/-- The box of width `L`, centred at the origin. -/
abbrev box (L : ℝ) : Set ℝ := Set.Icc (-(L / 2)) (L / 2)

/-- The unperturbed ground state of the box, for `L > 0`. -/
def ground (L x : ℝ) : ℝ := √(2 / L) * Real.cos (π / L * x)

/-- The unperturbed ground-state energy, for nonzero `m` and `L`. -/
def groundEnergy (ħ m L : ℝ) : ℝ := ħ ^ 2 / (2 * m) * (π / L) ^ 2

/-- The first-order energy: the mean of the potential `F x` in the ground state. -/
def firstOrderEnergy (L F : ℝ) : ℝ :=
  ∫ x in (-(L / 2))..(L / 2), ground L x * (F * x) * ground L x

/-- The second-order energy: the matrix element of `F x` between the ground state and `φ`. -/
def secondOrderEnergy (L F : ℝ) (φ : ℝ → ℝ) : ℝ :=
  ∫ x in (-(L / 2))..(L / 2), ground L x * (F * x) * φ x

/-- `φ`, with first and second derivatives `φ'` and `φ''` in the box, vanishes at the walls and
solves the first-order Rayleigh-Schroedinger equation there (for nonzero `m` and `L > 0`). -/
structure IsFirstOrder (ħ m L F : ℝ) (φ φ' φ'' : ℝ → ℝ) : Prop where
  slope : ∀ x ∈ box L, HasDerivWithinAt φ (φ' x) (box L) x
  curvature : ∀ x ∈ box L, HasDerivWithinAt φ' (φ'' x) (box L) x
  equation : ∀ x ∈ box L, -(ħ ^ 2 / (2 * m)) * φ'' x - groundEnergy ħ m L * φ x
    = (firstOrderEnergy L F - F * x) * ground L x
  left_wall : φ (-(L / 2)) = 0
  right_wall : φ (L / 2) = 0

/-- The response of the ground state to the field, in dimensionless form. -/
def response (y : ℝ) : ℝ :=
  y ^ 2 * Real.sin y / 2 + y * Real.cos y / 2 - π ^ 2 * Real.sin y / 8

/-- The slope of the dimensionless response. -/
def responseSlope (y : ℝ) : ℝ :=
  y * Real.sin y / 2 + (y ^ 2 / 2 + 1 / 2 - π ^ 2 / 8) * Real.cos y

/-- The dimensionless strength of the field, for nonzero `ħ`. -/
def strength (ħ m L F : ℝ) : ℝ := F * m * L ^ 3 / (ħ ^ 2 * π ^ 3)

/-- The response in physical units, for nonzero `ħ` and `L > 0`. -/
def correction (ħ m L F x : ℝ) : ℝ :=
  √(2 / L) * strength ħ m L F * response (π / L * x)

/-- An integral over the box, rewritten in the dimensionless coordinate `π x / L`. -/
theorem integral_rescale {L : ℝ} (hL : 0 < L) (h : ℝ → ℝ) :
    ∫ x in (-(L / 2))..(L / 2), h (π / L * x)
      = L / π * ∫ y in (-(π / 2))..(π / 2), h y := by
  have hk : π / L ≠ 0 := by positivity
  have e1 : π / L * (-(L / 2)) = -(π / 2) := by field_simp
  have e2 : π / L * (L / 2) = π / 2 := by field_simp
  rw [intervalIntegral.integral_comp_mul_left h hk, e1, e2, smul_eq_mul, inv_div]

/-- The ground state solves the free Schroedinger equation, vanishes at both walls and is
normalised. -/
theorem ground_state (ħ m : ℝ) {L : ℝ} (hL : 0 < L) :
    (∀ x, -(ħ ^ 2 / (2 * m)) * deriv (deriv (ground L)) x = groundEnergy ħ m L * ground L x) ∧
    ground L (-(L / 2)) = 0 ∧ ground L (L / 2) = 0 ∧
    ∫ x in (-(L / 2))..(L / 2), ground L x ^ 2 = 1 := by
  have hk : ∀ x : ℝ, HasDerivAt (fun y => π / L * y) (π / L) x := fun x => by
    simpa using (hasDerivAt_id' x).const_mul (π / L)
  have e2 : π / L * (L / 2) = π / 2 := by field_simp
  refine ⟨fun x => ?_, ?_, ?_, ?_⟩
  · have h1 : deriv (ground L) = fun x => -(√(2 / L) * (π / L)) * Real.sin (π / L * x) :=
      funext fun x => HasDerivAt.deriv
        (((hk x).cos.const_mul (√(2 / L))).congr_deriv (by ring))
    rw [h1, ((hk x).sin.const_mul (-(√(2 / L) * (π / L)))).deriv]
    unfold groundEnergy ground
    ring
  · simp only [ground, mul_neg, Real.cos_neg, e2, Real.cos_pi_div_two, mul_zero]
  · simp only [ground, e2, Real.cos_pi_div_two, mul_zero]
  · have hs : √(2 / L) ^ 2 = 2 / L := Real.sq_sqrt (by positivity)
    have r := integral_rescale hL (fun y => Real.cos y ^ 2)
    simp only [ground, mul_pow, hs]
    rw [intervalIntegral.integral_const_mul, r, integral_cos_sq]
    simp only [Real.cos_neg, Real.cos_pi_div_two]
    field_simp
    ring

/-- The first-order energy vanishes. -/
theorem firstOrderEnergy_eq_zero (L F : ℝ) : firstOrderEnergy L F = 0 := by
  -- the integrand is odd
  have h := intervalIntegral.integral_comp_neg (a := -(L / 2)) (b := L / 2)
    (fun x => ground L x * (F * x) * ground L x)
  have h2 : ∫ x in (-(L / 2))..(L / 2), ground L (-x) * (F * -x) * ground L (-x)
      = -∫ x in (-(L / 2))..(L / 2), ground L x * (F * x) * ground L x := by
    rw [← intervalIntegral.integral_neg]
    refine intervalIntegral.integral_congr (fun x _ => ?_)
    simp only [ground, mul_neg, Real.cos_neg]
    ring
  rw [neg_neg] at h
  unfold firstOrderEnergy
  linarith

/-- The dimensionless response `f` satisfies `f'' + f = 2 y cos y`. -/
theorem response_equation (y : ℝ) :
    HasDerivAt response (responseSlope y) y ∧
    HasDerivAt responseSlope (2 * y * Real.cos y - response y) y := by
  have sq : HasDerivAt (fun y : ℝ => y ^ 2) (2 * y) y := by simpa using hasDerivAt_pow 2 y
  have hs := Real.hasDerivAt_sin y
  have hc := Real.hasDerivAt_cos y
  have hi := hasDerivAt_id' y
  constructor
  · exact ((((sq.fun_mul hs).div_const 2).fun_add ((hi.fun_mul hc).div_const 2)).fun_sub
      ((hs.const_mul (π ^ 2)).div_const 8)).congr_deriv (by unfold responseSlope; ring)
  · exact (((hi.fun_mul hs).div_const 2).fun_add
      ((((sq.div_const 2).add_const (1 / 2)).sub_const (π ^ 2 / 8)).fun_mul hc)).congr_deriv
      (by unfold response; ring)

/-- The overlap integral of the dimensionless response with `y cos y`. -/
theorem response_integral :
    ∫ y in (-(π / 2))..(π / 2), y * Real.cos y * response y = π * (π ^ 2 - 15) / 48 := by
  -- an explicit antiderivative
  have hG : ∀ y : ℝ, HasDerivAt (fun y : ℝ => y ^ 3 / 12
      + (5 / 8 * y ^ 2 - (5 / 16 + π ^ 2 / 32)) * (Real.sin y * Real.cos y)
      + (-1 / 8 * y ^ 3 + (5 / 16 + π ^ 2 / 32) * y) * (2 * (Real.cos y * Real.cos y) - 1))
      (y * Real.cos y * response y) y := fun y => by
    have sq : HasDerivAt (fun y : ℝ => y ^ 2) (2 * y) y := by simpa using hasDerivAt_pow 2 y
    have cb : HasDerivAt (fun y : ℝ => y ^ 3) (3 * y ^ 2) y := by simpa using hasDerivAt_pow 3 y
    have hs := Real.hasDerivAt_sin y
    have hc := Real.hasDerivAt_cos y
    refine (((cb.div_const 12).fun_add (((sq.const_mul (5 / 8)).sub_const
      (5 / 16 + π ^ 2 / 32)).fun_mul (hs.fun_mul hc))).fun_add
      (((cb.const_mul (-1 / 8)).fun_add ((hasDerivAt_id' y).const_mul
      (5 / 16 + π ^ 2 / 32))).fun_mul
      (((hc.fun_mul hc).const_mul 2).sub_const 1))).congr_deriv ?_
    unfold response
    linear_combination (-(5 / 8 * y ^ 2 - (5 / 16 + π ^ 2 / 32))) * Real.sin_sq_add_cos_sq y
  have hcont : Continuous (fun y : ℝ => y * Real.cos y * response y) := by
    unfold response
    fun_prop
  rw [intervalIntegral.integral_eq_sub_of_hasDerivAt (fun y _ => hG y)
    (hcont.intervalIntegrable _ _)]
  simp only [Real.cos_neg, Real.sin_neg, Real.cos_pi_div_two, Real.sin_pi_div_two]
  ring

/-- The response in physical units is a first-order correction to the ground state. -/
theorem correction_isFirstOrder {ħ m L : ℝ} (hħ : 0 < ħ) (hm : 0 < m) (hL : 0 < L) (F : ℝ) :
    IsFirstOrder ħ m L F (correction ħ m L F)
      (fun x => √(2 / L) * strength ħ m L F * (π / L) * responseSlope (π / L * x))
      (fun x => √(2 / L) * strength ħ m L F * (π / L) ^ 2 *
        (2 * (π / L * x) * Real.cos (π / L * x) - response (π / L * x))) := by
  have hk : ∀ x : ℝ, HasDerivAt (fun y => π / L * y) (π / L) x := fun x => by
    simpa using (hasDerivAt_id' x).const_mul (π / L)
  have e2 : π / L * (L / 2) = π / 2 := by field_simp
  refine ⟨fun x _ => ?_, fun x _ => ?_, fun x _ => ?_, ?_, ?_⟩
  · exact ((((response_equation (π / L * x)).1.comp x (hk x)).const_mul
      (√(2 / L) * strength ħ m L F)).congr_deriv (by ring)).hasDerivWithinAt
  · exact ((((response_equation (π / L * x)).2.comp x (hk x)).const_mul
      (√(2 / L) * strength ħ m L F * (π / L))).congr_deriv (by ring)).hasDerivWithinAt
  · -- the strength is fixed by matching the source term
    have hA : ħ ^ 2 / m * (π / L) ^ 3 * strength ħ m L F = F := by
      unfold strength
      field_simp
    rw [firstOrderEnergy_eq_zero]
    unfold groundEnergy correction ground
    linear_combination (-(√(2 / L) * x * Real.cos (π / L * x))) * hA
  · simp only [correction, response, mul_neg, e2, Real.sin_neg, Real.cos_neg,
      Real.sin_pi_div_two, Real.cos_pi_div_two]
    ring
  · simp only [correction, response, e2, Real.sin_pi_div_two, Real.cos_pi_div_two]
    ring

/-- Any two first-order corrections give the same second-order energy. -/
theorem secondOrderEnergy_unique {ħ m L F : ℝ} (hL : 0 < L) {φ φ' φ'' χ χ' χ'' : ℝ → ℝ}
    (hφ : IsFirstOrder ħ m L F φ φ' φ'') (hχ : IsFirstOrder ħ m L F χ χ' χ'') :
    secondOrderEnergy L F φ = secondOrderEnergy L F χ := by
  have hab : -(L / 2) ≤ L / 2 := by linarith
  have hint : ∀ u u' : ℝ → ℝ, (∀ x ∈ box L, HasDerivWithinAt u (u' x) (box L) x) →
      IntervalIntegrable (fun x => ground L x * (F * x) * u x) MeasureTheory.volume
        (-(L / 2)) (L / 2) := fun u u' hu => by
    have hg : Continuous (fun x => ground L x * (F * x)) := by
      unfold ground
      fun_prop
    exact ContinuousOn.intervalIntegrable_of_Icc hab
      (hg.continuousOn.mul (fun x hx => (hu x hx).continuousWithinAt))
  have iφ := hint φ φ' hφ.slope
  have iχ := hint χ χ' hχ.slope
  -- Green's identity: the difference of the integrands is the derivative of a Wronskian
  have hW : ∀ x ∈ box L, HasDerivWithinAt
      (fun x => ħ ^ 2 / (2 * m) * (φ' x * χ x - φ x * χ' x))
      (ground L x * (F * x) * χ x - ground L x * (F * x) * φ x) (box L) x := fun x hx => by
    have h1 := hφ.equation x hx
    have h2 := hχ.equation x hx
    rw [firstOrderEnergy_eq_zero] at h1 h2
    have h := (((hφ.curvature x hx).fun_mul (hχ.slope x hx)).fun_sub
      ((hφ.slope x hx).fun_mul (hχ.curvature x hx))).const_mul (ħ ^ 2 / (2 * m))
    refine h.congr_deriv ?_
    linear_combination φ x * h2 - χ x * h1
  have key := intervalIntegral.integral_eq_sub_of_hasDerivAt_of_le hab
    (fun x hx => (hW x hx).continuousWithinAt)
    (fun x hx => (hW x ⟨hx.1.le, hx.2.le⟩).hasDerivAt (Icc_mem_nhds hx.1 hx.2))
    (iχ.sub iφ)
  rw [intervalIntegral.integral_sub iχ iφ] at key
  simp only [hφ.left_wall, hφ.right_wall, hχ.left_wall, hχ.right_wall, mul_zero, zero_mul,
    sub_zero] at key
  unfold secondOrderEnergy
  linarith

/-- The second-order energy of the ground state of a box in a uniform field, computed from any
first-order correction. -/
theorem secondOrderEnergy_eq {ħ m L F : ℝ} (hħ : 0 < ħ) (hm : 0 < m) (hL : 0 < L)
    {φ φ' φ'' : ℝ → ℝ} (hφ : IsFirstOrder ħ m L F φ φ' φ'') :
    secondOrderEnergy L F φ = -((15 - π ^ 2) / (24 * π ^ 4)) * (m * F ^ 2 * L ^ 4 / ħ ^ 2) := by
  rw [secondOrderEnergy_unique hL hφ (correction_isFirstOrder hħ hm hL F)]
  have hs : √(2 / L) * √(2 / L) = 2 / L := Real.mul_self_sqrt (by positivity)
  have hk : L / π * (π / L) = 1 := by field_simp
  have r := integral_rescale hL (fun y => y * Real.cos y * response y)
  -- pass to the dimensionless coordinate
  have e : secondOrderEnergy L F (correction ħ m L F)
      = 2 / L * F * strength ħ m L F * (L / π) * ∫ x in (-(L / 2))..(L / 2),
        π / L * x * Real.cos (π / L * x) * response (π / L * x) := by
    unfold secondOrderEnergy
    rw [← intervalIntegral.integral_const_mul]
    refine intervalIntegral.integral_congr (fun x _ => ?_)
    simp only [ground, correction]
    generalize Real.cos (π / L * x) = c
    generalize response (π / L * x) = f
    linear_combination (F * x * strength ħ m L F * c * f) * hs
      - (2 / L * F * strength ħ m L F * x * c * f) * hk
  rw [e, r, response_integral]
  unfold strength
  field_simp
  ring

/-- In a nonzero field the second-order energy is negative. -/
theorem secondOrderEnergy_neg {ħ m L F : ℝ} (hħ : 0 < ħ) (hm : 0 < m) (hL : 0 < L) (hF : F ≠ 0)
    {φ φ' φ'' : ℝ → ℝ} (hφ : IsFirstOrder ħ m L F φ φ' φ'') :
    secondOrderEnergy L F φ < 0 := by
  rw [secondOrderEnergy_eq hħ hm hL hφ]
  have hpi : 0 < 15 - π ^ 2 := by nlinarith [Real.pi_lt_d2, Real.pi_pos]
  have h1 : 0 < (15 - π ^ 2) / (24 * π ^ 4) := by positivity
  have h2 : 0 < m * F ^ 2 * L ^ 4 / ħ ^ 2 := by positivity
  nlinarith [mul_pos h1 h2]

end

end BoxInField
```

```lean
#print axioms BoxInField.ground_state
-- 'BoxInField.ground_state' depends on axioms: [propext, Classical.choice, Quot.sound]
#print axioms BoxInField.secondOrderEnergy_eq
-- 'BoxInField.secondOrderEnergy_eq' depends on axioms: [propext, Classical.choice, Quot.sound]
#print axioms BoxInField.secondOrderEnergy_neg
-- 'BoxInField.secondOrderEnergy_neg' depends on axioms: [propext, Classical.choice, Quot.sound]
```

## How the Lean statements encode the physics

`ground`, `groundEnergy`, `firstOrderEnergy` and `secondOrderEnergy` are $\psi_0$, $E_0$, $E_1$ and $E_2$. `IsFirstOrder` collects the conditions on $\phi$: first and second derivatives in the box, the differential equation, and a zero at each wall. The derivatives are taken within the closed box, so they are one-sided at the walls, and values of $\phi$ outside are irrelevant.

`secondOrderEnergy_eq` is the formula for every such $\phi$, and `secondOrderEnergy_neg` is its sign for `F ≠ 0`. `correction_isFirstOrder` supplies an explicit $\phi$, so the formula applies to at least one function for every $F$.

`ground_state` establishes the eigenvalue equation, wall conditions and normalisation, but not that $E_0$ is the lowest eigenvalue. $E_2$ is defined by its integral; identifying it with the $F^2$ term of the exact energy relies on perturbation theory that the file does not develop. The model has one particle, one dimension and hard walls, and discretisation error is not considered.

## From the explicit response to arbitrary corrections

`firstOrderEnergy_eq_zero` reflects $x\to-x$ to use parity. `response_equation` differentiates $f$ twice. `response_integral` replaces integration by parts with an explicit antiderivative: Lean differentiates it, and `linear_combination` matches the result to the integrand using $\sin^2y+\cos^2y=1$. `integral_rescale` performs the change of variable, and `correction_isFirstOrder` checks the amplitude $A$, called `strength`.

`secondOrderEnergy_unique` carries out the Green's identity argument. `secondOrderEnergy_eq` then exchanges the given $\phi$ for the explicit correction and evaluates the integral. The sign follows from Mathlib's bound $\pi<3.15$.

The device that makes the exchange work is `intervalIntegral.integral_eq_sub_of_hasDerivAt_of_le`, a form of the fundamental theorem of calculus. It asks for continuity on the closed interval, an ordinary derivative only in the interior, and an integrable derivative. The first two follow from the derivatives within the box; `Icc_mem_nhds` turns these into ordinary derivatives at interior points. For the third, the differential equations have already removed $\phi''$ and $\chi''$ from the derivative of the bracket. What remains contains only continuous functions, so no separate regularity assumption on the second derivatives is needed.
